# The truncated image-charge potential between two grounded plates is exactly zero on one plate and tends to zero on the other

A point charge between grounded parallel plates at heights `0` and `L` can be treated by image charges, here positive unit charges at heights `2nL + z` and negative ones at `2nL - z`, with `|n| ≤ N`. The theorem `partialPotential_plates` says that, for `L > 0`, the potential of this finite set is exactly zero on the plate `x = 0` for every `N`, and tends to zero on the plate `x = L` as `N` grows. The physical reading is for lateral distance `ρ ≠ 0`, in Gaussian units. The proof takes the first part from an earlier lemma; for the second it uses the fact that all but two opposite charges cancel on the plate `x = L`, and shows that the potential of each of these two tends to zero as it recedes.

As first written in Lean, the proof fails:

```lean
import Mathlib

open Filter Topology

namespace PartialPotentialPlates

noncomputable section

/-- Coulomb potential of a unit charge (Gaussian units) at lateral distance `ρ` and
height difference `u`, for `ρ` and `u` not both zero. -/
def coulomb (ρ u : ℝ) : ℝ := 1 / Real.sqrt (ρ ^ 2 + u ^ 2)

/-- Potential at height `x` and lateral distance `ρ ≠ 0` of positive unit charges at `2nL + z` and
negative unit charges at `2nL - z`, with `|n| ≤ N`. -/
def partialPotential (ρ L z x : ℝ) (N : ℕ) : ℝ :=
  ∑ n ∈ Finset.Icc (-(N : ℤ)) (N : ℤ),
    (coulomb ρ (2 * (n : ℝ) * L + z - x) - coulomb ρ (2 * (n : ℝ) * L - z - x))

/-- The Coulomb potential depends on the height difference only through its square. -/
theorem coulomb_eq_of_sq {ρ u v : ℝ} (h : u ^ 2 = v ^ 2) : coulomb ρ u = coulomb ρ v := by
  unfold coulomb
  rw [h]

/-- Raising the cutoff from `N` to `N + 1` adds the two pairs of charges with `n = N + 1` and
`n = -(N + 1)`. -/
theorem partialPotential_succ (ρ L z x : ℝ) (N : ℕ) :
    partialPotential ρ L z x (N + 1) = partialPotential ρ L z x N
      + (coulomb ρ (2 * (N + 1) * L + z - x) - coulomb ρ (2 * (N + 1) * L - z - x))
      + (coulomb ρ (-2 * (N + 1) * L + z - x) - coulomb ρ (-2 * (N + 1) * L - z - x)) := by
  have h : Finset.Icc (-((N + 1 : ℕ) : ℤ)) ((N + 1 : ℕ) : ℤ)
      = insert ((N : ℤ) + 1) (insert (-((N : ℤ) + 1)) (Finset.Icc (-(N : ℤ)) (N : ℤ))) := by
    ext n
    simp only [Finset.mem_insert, Finset.mem_Icc]
    omega
  unfold partialPotential
  rw [h, Finset.sum_insert (by simp only [Finset.mem_insert, Finset.mem_Icc]; omega),
    Finset.sum_insert (by simp only [Finset.mem_Icc]; omega)]
  push_cast
  ring_nf

/-- On the plate `x = 0` the truncated image potential vanishes exactly at every cutoff. -/
theorem partialPotential_left (ρ L z : ℝ) (N : ℕ) : partialPotential ρ L z 0 N = 0 := by
  induction N with
  | zero => simp [partialPotential, coulomb]
  | succ N ih =>
    -- each new charge is the mirror image of an opposite one
    have e1 : coulomb ρ (2 * (N + 1) * L + z - 0) = coulomb ρ (-2 * (N + 1) * L - z - 0) :=
      coulomb_eq_of_sq (by ring)
    have e2 : coulomb ρ (2 * (N + 1) * L - z - 0) = coulomb ρ (-2 * (N + 1) * L + z - 0) :=
      coulomb_eq_of_sq (by ring)
    rw [partialPotential_succ, ih, e1, e2]
    ring

/-- On the plate `x = L` all images cancel in pairs except two, which leave the
potential of two opposite charges. -/
theorem partialPotential_right (ρ L z : ℝ) (N : ℕ) :
    partialPotential ρ L z L N
      = coulomb ρ ((2 * N + 1) * L - z) - coulomb ρ ((2 * N + 1) * L + z) := by
  induction N with
  | zero =>
    have e1 : coulomb ρ (z - L) = coulomb ρ (L - z) := coulomb_eq_of_sq (by ring)
    have e2 : coulomb ρ (-z - L) = coulomb ρ (L + z) := coulomb_eq_of_sq (by ring)
    simp [partialPotential, e1, e2]
  | succ N ih =>
    have e1 : coulomb ρ (2 * (N + 1) * L + z - L) = coulomb ρ ((2 * N + 1) * L + z) :=
      coulomb_eq_of_sq (by ring)
    have e2 : coulomb ρ (2 * (N + 1) * L - z - L) = coulomb ρ ((2 * N + 1) * L - z) :=
      coulomb_eq_of_sq (by ring)
    have e3 : coulomb ρ (-2 * (N + 1) * L + z - L)
        = coulomb ρ ((2 * ((N + 1 : ℕ) : ℝ) + 1) * L - z) :=
      coulomb_eq_of_sq (by push_cast; ring)
    have e4 : coulomb ρ (-2 * (N + 1) * L - z - L)
        = coulomb ρ ((2 * ((N + 1 : ℕ) : ℝ) + 1) * L + z) :=
      coulomb_eq_of_sq (by push_cast; ring)
    rw [partialPotential_succ, ih, e1, e2, e3, e4]
    ring

/-- Two grounded plates, `L > 0`: the truncated image potential is exactly zero on the plate
`x = 0` and tends to zero on the plate `x = L` as the cutoff grows. -/
theorem partialPotential_plates (ρ z : ℝ) {L : ℝ} (hL : 0 < L) :
    (∀ N, partialPotential ρ L z 0 N = 0) ∧
      Tendsto (partialPotential ρ L z L) atTop (𝓝 0) := by
  refine ⟨partialPotential_left ρ L z, ?_⟩
  -- the potential of a single charge decays with distance
  have decay : Tendsto (coulomb ρ) atTop (𝓝 0) := by
    have h : Tendsto (fun u : ℝ => Real.sqrt (ρ ^ 2 + u ^ 2)) atTop atTop :=
      tendsto_atTop_mono (fun u => Real.le_sqrt_of_sq_le (by linarith [sq_nonneg ρ])) tendsto_id
    exact (tendsto_inv_atTop_zero.comp h).congr fun u => by simp [coulomb]
  have far : ∀ c : ℝ, Tendsto (fun N : ℕ => (2 * (N : ℝ) + 1) * L + c) atTop atTop := by
    intro c
    have h : Tendsto (fun N : ℕ => 2 * (N : ℝ) + 1) atTop atTop :=
      tendsto_atTop_mono (fun N => by linarith [(Nat.cast_nonneg N : (0 : ℝ) ≤ N)])
        tendsto_natCast_atTop_atTop
    exact tendsto_atTop_add_const_right _ c (h.atTop_mul_const hL)
  have h := (decay.comp (far (-z))).sub (decay.comp (far z))
  rw [sub_zero] at h
  refine h.congr fun N => ?_
  rw [partialPotential_right, sub_eq_add_neg ((2 * (N : ℝ) + 1) * L) z]
  rfl

end

end PartialPotentialPlates
```

Lean reports:

```
Main.lean:87:61: error: linarith failed to find a contradiction
ρ z L : ℝ
hL : 0 < L
u : ℝ
a✝ : ρ ^ 2 + u ^ 2 < id u ^ 2
⊢ False
failed
```

Lean accepts the file once it reads:

```diff
@@ -84,7 +84,10 @@
   -- the potential of a single charge decays with distance
   have decay : Tendsto (coulomb ρ) atTop (𝓝 0) := by
+    have hle : ∀ u : ℝ, u ≤ Real.sqrt (ρ ^ 2 + u ^ 2) := fun u =>
+      Real.le_sqrt_of_sq_le (by linarith [sq_nonneg ρ])
     have h : Tendsto (fun u : ℝ => Real.sqrt (ρ ^ 2 + u ^ 2)) atTop atTop :=
-      tendsto_atTop_mono (fun u => Real.le_sqrt_of_sq_le (by linarith [sq_nonneg ρ])) tendsto_id
+      tendsto_atTop_mono hle tendsto_id
     exact (tendsto_inv_atTop_zero.comp h).congr fun u => by simp [coulomb]
+  -- the two unpaired images recede to infinity
   have far : ∀ c : ℝ, Tendsto (fun N : ℕ => (2 * (N : ℝ) + 1) * L + c) atTop atTop := by
     intro c
```

The error is in the step showing that the distance `Real.sqrt (ρ ^ 2 + u ^ 2)` grows without bound, by comparison with `u`. The lower function in `tendsto_atTop_mono` was not written out, so Lean took it from `tendsto_id`, as the function `id`. The inequality left to `linarith` therefore contained `id u ^ 2`, as the message shows. Though `id u` equals `u` by definition, `linarith` does not unfold `id` when it matches terms, so it treated `id u ^ 2` and `u ^ 2` as unrelated quantities and found no contradiction.

The repair proves the inequality first, as `hle`, with `u` written explicitly. Now both sides contain the same `u ^ 2`, and `sq_nonneg ρ` is enough. Passing `hle` to `tendsto_atTop_mono` still works with `tendsto_id`, because there Lean only has to check that `id` and the function `u ↦ u` agree by definition, which it does by unfolding `id`. The added comment about the two unpaired images is mere tidying.
